# When a displaced planar path has no larger tunnelling action, whatever the weight \(W(s)\ge 0\)

Let \(c\) be a twice continuously differentiable, unit-speed path in the plane with signed curvature \(K\), and let \(t\) be a continuously differentiable displacement along its normal. If
\[
t'^2\le 2Kt-(Kt)^2\quad\text{on }[a,b],
\]
the displaced path has at most the action of \(c\), for every continuous nonnegative weight \(W(s)\). Conversely, if \(a<b\) and this bound holds for all such weights, the condition holds at every point of \([a,b]\).

In semiclassical tunnelling a smaller action means a larger exponential factor, so the condition guarantees that the displaced path has no smaller factor than \(c\) in a two-dimensional model whose weight depends only on the progress variable \(s\).

## The path, its normal and the action

The plane of mass-weighted coordinates is `ℂ`. `ReactionPath c` requires smoothness and unit speed on the whole real line.

```lean
import Mathlib

open scoped ComplexConjugate
open Set

namespace CornerCuttingTunnelling

noncomputable section

/-- A reaction path in the plane `ℂ`: twice continuously differentiable and of unit speed. -/
def ReactionPath (c : ℝ → ℂ) : Prop :=
  ContDiff ℝ 2 c ∧ ∀ s, ‖deriv c s‖ = 1
```

The tangent is \(T=c'\), written `deriv c`, and the normal is \(n=iT\), a quarter turn counterclockwise.

```lean
/-- The normal of a path: its tangent turned by a right angle counterclockwise. -/
def normal (c : ℝ → ℂ) (s : ℝ) : ℂ := Complex.I * deriv c s
```

The curvature is computed from the path as \(K=\operatorname{Im}(\bar T\,T')\). It is positive where the path bends towards \(n\).

```lean
/-- The signed curvature of a unit-speed path: the component of `c''` along the normal. -/
def curvature (c : ℝ → ℂ) (s : ℝ) : ℝ :=
  (conj (deriv c s) * deriv (deriv c) s).im
```

The displaced path is \(\gamma=c+tn\).

```lean
/-- The tunnelling path displaced from `c` by the distance `t s` along the normal. -/
def displaced (c : ℝ → ℂ) (t : ℝ → ℝ) (s : ℝ) : ℂ := c s + (t s : ℂ) * normal c s
```

The action of a path is the integral of \(W\) times its speed; for \(c\) itself this is \(\int_a^b W\,ds\). Physically, \(W\) stands for the magnitude of the imaginary momentum under the barrier. Keeping it unchanged under displacement is an idealisation, since a real potential also varies along \(n\). The endpoints of \(\gamma\) may differ from those of \(c\), and no cost is charged for reaching them.

```lean
/-- The action of a path `γ` between `a` and `b`, with a weight `W` that depends on the
progress variable `s`. -/
def action (W : ℝ → ℝ) (γ : ℝ → ℂ) (a b : ℝ) : ℝ := ∫ s in a..b, W s * ‖deriv γ s‖
```

## (a) A vector perpendicular to the tangent

For a unit vector \(T\) and a vector \(P\) perpendicular to it, show that
\[
P=\operatorname{Im}(\bar T P)\,iT .
\]

**Solution.** The real part of \(\bar TP\) is the scalar product of \(T\) and \(P\), which vanishes. Hence \(\bar TP=i\operatorname{Im}(\bar TP)\). Multiply by \(T\) and use \(T\bar T=1\). The Lean proof compares real and imaginary parts, each a linear combination of the two hypotheses.

```lean
variable {c : ℝ → ℂ} {t W : ℝ → ℝ} {a b : ℝ}

/-- A plane vector `P` perpendicular to a unit vector `T` is a real multiple of `T` turned by
a right angle. -/
theorem eq_normal_component (T P : ℂ) (h : T.re * T.re + T.im * T.im = 1)
    (hp : P.re * T.re + P.im * T.im = 0) :
    P = (((conj T * P).im : ℝ) : ℂ) * (Complex.I * T) := by
  apply Complex.ext
  · simp only [Complex.mul_re, Complex.mul_im, Complex.ofReal_re, Complex.ofReal_im,
      Complex.I_re, Complex.I_im, Complex.conj_re, Complex.conj_im]
    linear_combination T.re * hp - P.re * h
  · simp only [Complex.mul_re, Complex.mul_im, Complex.ofReal_re, Complex.ofReal_im,
      Complex.I_re, Complex.I_im, Complex.conj_re, Complex.conj_im]
    linear_combination T.im * hp - P.im * h
```

## (b) Smoothness of the tangent

Show that \(T\in C^1\).

**Solution.** Differentiating a \(C^2\) function once leaves a \(C^1\) function.

```lean
/-- The tangent of a reaction path is continuously differentiable. -/
theorem contDiff_tangent (hc : ReactionPath c) : ContDiff ℝ 1 (deriv c) := by
  have h : ContDiff ℝ (1 + 1) c := by
    rw [one_add_one_eq_two]
    exact hc.1
  exact (contDiff_succ_iff_deriv.1 h).2.2
```

## (c) The turning of the tangent

Show that
\[
T'=Kn .
\]

**Solution.** Write \(T=T_x+iT_y\). Differentiating \(T_x^2+T_y^2=1\) gives \(2(T_xT_x'+T_yT_y')=0\), so \(T'\) is perpendicular to \(T\). Part (a) with \(P=T'\) gives the result. In Lean, `h1.unique` equates the two derivatives of the constant squared length.

```lean
/-- Frenet equation: the tangent of a reaction path changes at the rate curvature times
normal. -/
theorem frenet (hc : ReactionPath c) (s : ℝ) :
    HasDerivAt (deriv c) ((curvature c s : ℂ) * normal c s) s := by
  have hd : HasDerivAt (deriv c) (deriv (deriv c) s) s :=
    ((contDiff_one_iff_deriv.1 (contDiff_tangent hc)).1 s).hasDerivAt
  have hre : HasDerivAt (fun u => (deriv c u).re) (deriv (deriv c) s).re s :=
    Complex.reCLM.hasFDerivAt.comp_hasDerivAt s hd
  have him : HasDerivAt (fun u => (deriv c u).im) (deriv (deriv c) s).im s :=
    Complex.imCLM.hasFDerivAt.comp_hasDerivAt s hd
  have hu : ∀ u, (deriv c u).re * (deriv c u).re + (deriv c u).im * (deriv c u).im = 1 := by
    intro u
    rw [← Complex.normSq_apply, Complex.normSq_eq_norm_sq, hc.2 u, one_pow]
  -- the squared length of the tangent is constant, so its derivative vanishes
  have h1 := (hre.fun_mul hre).fun_add (him.fun_mul him)
  rw [funext hu] at h1
  have h2 := h1.unique (hasDerivAt_const s (1 : ℝ))
  exact hd.congr_deriv (eq_normal_component _ _ (hu s) (by linarith))
```

## (d) The displaced velocity

Show that
\[
\gamma'=\bigl((1-Kt)+it'\bigr)T .
\]

**Solution.** From (c), \(n'=iT'=iK(iT)=-KT\). The product rule then gives
\[
\gamma'=T+t'n+tn'=T+it'T-KtT .
\]
The final `linear_combination` supplies \(i^2=-1\).

```lean
/-- The velocity of the displaced path has the component `1 - K t` along the tangent and
`t'` along the normal, for a continuously differentiable displacement `t`. -/
theorem hasDerivAt_displaced (hc : ReactionPath c) (ht : ContDiff ℝ 1 t) (s : ℝ) :
    HasDerivAt (displaced c t)
      ((((1 - curvature c s * t s : ℝ) : ℂ) + ((deriv t s : ℝ) : ℂ) * Complex.I) *
        deriv c s) s := by
  have hne : deriv c s ≠ 0 := by
    intro h0
    have h1 := hc.2 s
    rw [h0, norm_zero] at h1
    exact zero_ne_one h1
  have hcd := (differentiableAt_of_deriv_ne_zero hne).hasDerivAt
  have htd : HasDerivAt (fun u => (t u : ℂ)) ((deriv t s : ℝ) : ℂ) s :=
    ((contDiff_one_iff_deriv.1 ht).1 s).hasDerivAt.ofReal_comp
  have hnd : HasDerivAt (normal c) (Complex.I * ((curvature c s : ℂ) * normal c s)) s :=
    (frenet hc s).const_mul Complex.I
  have h : HasDerivAt (displaced c t) (deriv c s + (((deriv t s : ℝ) : ℂ) * normal c s +
      (t s : ℂ) * (Complex.I * ((curvature c s : ℂ) * normal c s)))) s :=
    hcd.fun_add (htd.fun_mul hnd)
  refine h.congr_deriv ?_
  rw [normal, Complex.ofReal_sub, Complex.ofReal_mul, Complex.ofReal_one]
  linear_combination (t s : ℂ) * (curvature c s : ℂ) * deriv c s * Complex.I_sq
```

## (e) The speed deficit

With \(v=|\gamma'|\), show that
\[
1-v^2=2Kt-(Kt)^2-t'^2 .
\]

**Solution.** Since \(|T|=1\), part (d) gives \(v^2=(1-Kt)^2+t'^2\). Expand the square and subtract from one.

```lean
/-- The squared speed of the displaced path falls short of one by `2Kt - (Kt)² - t'²`, for a
continuously differentiable displacement `t`. -/
theorem speed_deficit (hc : ReactionPath c) (ht : ContDiff ℝ 1 t) (s : ℝ) :
    1 - ‖deriv (displaced c t) s‖ ^ 2 =
      2 * (curvature c s * t s) - (curvature c s * t s) ^ 2 - deriv t s ^ 2 := by
  rw [(hasDerivAt_displaced hc ht s).deriv, norm_mul, hc.2 s, mul_one, Complex.sq_norm,
    Complex.normSq_add_mul_I]
  ring
```

## (f) The condition as a speed limit

Show that, at each \(s\),
\[
v\le 1\iff t'^2\le 2Kt-(Kt)^2 .
\]

**Solution.** As \(v\ge0\), \(v\le1\) is equivalent to \(1-v^2\ge0\). Insert (e).

The condition forces \(0\le Kt\le2\). Beyond \(Kt=1\) the displaced point lies past the centre of curvature, where \(s\) is no longer a sound progress coordinate, although the equivalence remains true.

```lean
/-- The displaced path is no faster than the reaction path exactly where
`t'² ≤ 2Kt - (Kt)²`, for a continuously differentiable displacement `t`. -/
theorem speed_le_one_iff (hc : ReactionPath c) (ht : ContDiff ℝ 1 t) (s : ℝ) :
    ‖deriv (displaced c t) s‖ ≤ 1 ↔
      deriv t s ^ 2 ≤ 2 * (curvature c s * t s) - (curvature c s * t s) ^ 2 := by
  have hd := speed_deficit hc ht s
  rw [← sub_nonneg (b := deriv t s ^ 2), ← hd, sub_nonneg]
  exact ⟨fun hv => pow_le_one₀ (norm_nonneg _) hv,
    fun h => le_of_not_gt fun hv => not_lt_of_ge h (one_lt_pow₀ hv two_ne_zero)⟩
```

## (g) Continuity of the speed

Show that \(s\mapsto v(s)\) is continuous.

**Solution.** \(T\), \(T'\), \(t\) and \(t'\) are continuous, hence so are \(K=\operatorname{Im}(\bar TT')\) and the velocity in (d). Taking the norm preserves continuity.

```lean
/-- The speed of the displaced path is continuous, for a continuously differentiable
displacement. -/
theorem continuous_speed (hc : ReactionPath c) (ht : ContDiff ℝ 1 t) :
    Continuous fun s => ‖deriv (displaced c t) s‖ := by
  have hT := contDiff_tangent hc
  have hK : Continuous (curvature c) := Complex.continuous_im.comp
    ((Complex.continuous_conj.comp hT.continuous).mul (contDiff_one_iff_deriv.1 hT).2)
  have hr : Continuous fun s => ((1 - curvature c s * t s : ℝ) : ℂ) :=
    Complex.continuous_ofReal.comp (continuous_const.sub (hK.mul ht.continuous))
  have ht' : Continuous fun s => ((deriv t s : ℝ) : ℂ) :=
    Complex.continuous_ofReal.comp (contDiff_one_iff_deriv.1 ht).2
  have hv : Continuous fun s => (((1 - curvature c s * t s : ℝ) : ℂ) +
      ((deriv t s : ℝ) : ℂ) * Complex.I) * deriv c s :=
    (hr.add (ht'.mul continuous_const)).mul hT.continuous
  exact hv.norm.congr fun s => by rw [(hasDerivAt_displaced hc ht s).deriv]
```

## (h) The action bound

Let \(a\le b\), let \(W\) be continuous and nonnegative on \([a,b]\), and let the condition in (f) hold there. Show that
\[
\int_a^b W v\,ds\le\int_a^b W\,ds .
\]

**Solution.** By (f), \(v\le1\), so \(Wv\le W\) pointwise. Part (g) makes the left side integrable, and integration preserves the inequality (`integral_mono_on`).

```lean
/-- Corner cutting: if `a ≤ b` and `t'² ≤ 2Kt - (Kt)²` on `[a, b]`, the displaced path has an action
of at most `∫ W`, for every continuous nonnegative weight `W` and every continuously differentiable
displacement `t`. -/
theorem action_displaced_le (hc : ReactionPath c) (ht : ContDiff ℝ 1 t) (hab : a ≤ b)
    (hW : ContinuousOn W (Icc a b)) (hW0 : ∀ s ∈ Icc a b, 0 ≤ W s)
    (h : ∀ s ∈ Icc a b,
      deriv t s ^ 2 ≤ 2 * (curvature c s * t s) - (curvature c s * t s) ^ 2) :
    action W (displaced c t) a b ≤ ∫ s in a..b, W s :=
  intervalIntegral.integral_mono_on hab
    ((hW.mul (continuous_speed hc ht).continuousOn).intervalIntegrable_of_Icc hab)
    (hW.intervalIntegrable_of_Icc hab) fun s hs =>
      mul_le_of_le_one_right (hW0 s hs) ((speed_le_one_iff hc ht s).2 (h s hs))
```

## (i) The converse

Let \(a<b\), and suppose the bound in (h) holds for every continuous nonnegative \(W\) on the real line. Show that
\[
t'^2\le 2Kt-(Kt)^2\quad\text{at every }s\in[a,b].
\]

**Solution.** If the condition fails at \(s\), then \(v(s)>1\) by (f). Take the weight \(V(u)=\max(0,v(u)-1)\). Where \(v\le1\), both \(V\) and \(Vv\) vanish; where \(v>1\), \(Vv>V\). By continuity the strict inequality at \(s\) survives integration, so \(\int_a^b Vv\,du>\int_a^b V\,du\), contradicting the assumption. For \(a=b\) both integrals vanish and the assumption would carry no information.

```lean
/-- Converse: if the displaced path has an action of at most `∫ W` for every continuous
nonnegative weight, then `t'² ≤ 2Kt - (Kt)²` everywhere between `a` and `b`, where `a < b` and
`t` is continuously differentiable. -/
theorem condition_of_action_le (hc : ReactionPath c) (ht : ContDiff ℝ 1 t) (hab : a < b)
    (h : ∀ W : ℝ → ℝ, Continuous W → (∀ s, 0 ≤ W s) →
      action W (displaced c t) a b ≤ ∫ s in a..b, W s) :
    ∀ s ∈ Icc a b,
      deriv t s ^ 2 ≤ 2 * (curvature c s * t s) - (curvature c s * t s) ^ 2 := by
  intro s hs
  rw [← speed_le_one_iff hc ht s]
  by_contra hcon
  have hv := not_le.1 hcon
  have hcont := continuous_speed hc ht
  -- a weight that is positive exactly where the displaced path is too fast
  let V : ℝ → ℝ := fun u => max 0 (‖deriv (displaced c t) u‖ - 1)
  have hV : Continuous V := continuous_const.max (hcont.sub continuous_const)
  have hV0 : ∀ u, 0 ≤ V u := fun u => le_max_left _ _
  have hlt : ∫ u in a..b, V u < ∫ u in a..b, V u * ‖deriv (displaced c t) u‖ := by
    refine intervalIntegral.integral_lt_integral_of_continuousOn_of_le_of_exists_lt hab
      hV.continuousOn (hV.mul hcont).continuousOn (fun u _ => ?_) ⟨s, hs, ?_⟩
    · rcases le_total ‖deriv (displaced c t) u‖ 1 with hu | hu
      · have hz : V u = 0 := max_eq_left (sub_nonpos.2 hu)
        rw [hz, zero_mul]
      · exact le_mul_of_one_le_right (hV0 u) hu
    · have hp : 0 < V s := lt_max_of_lt_right (sub_pos.2 hv)
      exact lt_mul_of_one_lt_right hp hv
  exact not_lt_of_ge (h V hV hV0) hlt

end

end CornerCuttingTunnelling
```

```lean
#print axioms CornerCuttingTunnelling.action_displaced_le
#print axioms CornerCuttingTunnelling.condition_of_action_le
```

```
'CornerCuttingTunnelling.action_displaced_le' depends on axioms: [propext, Classical.choice, Quot.sound]
'CornerCuttingTunnelling.condition_of_action_le' depends on axioms: [propext, Classical.choice, Quot.sound]
```
